# The Hartree error inside a norm-conserving core: its size, its first-order energy shift, and the sign of that shift

Q: Suppose I unscreen a pseudopotential with the all-electron valence density and later screen it again with the pseudo density. The two Hartree potentials don't cancel, so my reference atom comes out wrong. If the core holds the wrong total charge, the mismatch even reaches outside it as a Coulomb tail. Norm conservation removes the tail, but something remains inside. Can I know its size, and which way it pushes an orbital energy?

A: Yes, for spherical densities that are held fixed, with the energy taken to first order. Let \(d(r)\) be the pseudo minus all-electron valence density, with the factor \(4\pi r^2\) included, and let \(r_c\) be the core radius, beyond which the densities agree. Define \(Q(s)=\int_0^s d(t)\,dt\). In Hartree atomic units the potential error for \(0<r\le r_c\) is

\[ \delta V(r)=\frac{Q(r)}{r}+\int_r^{r_c}\frac{d(s)}{s}\,ds . \]

With norm conservation, and if \(Q\le0\) throughout the core, the error doesn't raise any orbital energy to this order. If you use the pseudo density in both places, the error cancels in the reference atom.

```lean
import Mathlib

open Set MeasureTheory Filter Topology

namespace PseudopotentialUnscreening

noncomputable section
```

Q: What does the code take as the charge?

A: The integral \(Q\), written `enclosedCharge d`. It counts electrons, so a positive value means too many electrons, the opposite of the sign of electric charge. The same function applied to \(u^2\), where \(u\) is a radial orbital, gives \(N(s)=\int_0^s u(t)^2\,dt\).

```lean
/-- The charge inside the sphere of radius `s` for a radial charge density `f`
(the factor `4πr²` is included in `f`). -/
def enclosedCharge (f : ℝ → ℝ) (s : ℝ) : ℝ := ∫ t in (0 : ℝ)..s, f t
```

Q: And is the potential derived from Poisson's equation?

A: No, the shell theorem is built into the definition: charge inside \(r\) acts from the centre, and each outer shell contributes its charge over its own radius. The result is the potential energy of an electron. Exchange and correlation are left out.

```lean
/-- The Hartree potential at radius `0 < r ≤ rc` of the radial charge difference `d` on `[0, rc]`:
the charge inside `r` acts from the centre, each outer shell at its own radius. -/
def potentialError (d : ℝ → ℝ) (rc r : ℝ) : ℝ :=
  enclosedCharge d r / r + ∫ s in r..rc, d s / s
```

Q: Then where does the orbital energy come in?

A: Through \(\int_0^{r_c}u^2\,\delta V\,dr\). Reading this number as a change of an orbital energy is first-order perturbation theory with the density held fixed, and that is the step from the model to the atom which the hypotheses don't supply. Here \(u\) is a pseudo orbital of the reference atom with \(\int_0^\infty u^2\,dr=1\); otherwise divide by that integral. Stopping at \(r_c\) is right under norm conservation, when \(\delta V\) vanishes outside; without it, the Coulomb tail would contribute too. The theorems don't assume that \(u\) is normalised, so they hold with either scaling.

```lean
/-- The integral over the core of `u²` times the potential error of the charge difference `d`. For a
normalised radial orbital `u` and a norm-conserving `d`, it is the first-order energy shift of the
orbital. -/
def energyShift (u d : ℝ → ℝ) (rc : ℝ) : ℝ :=
  ∫ r in (0 : ℝ)..rc, u r ^ 2 * potentialError d rc r
```

Q: Show me the calculation, starting with the potential.

A: Since \(Q'=d\), the quotient rule gives

\[ \frac{d}{ds}\frac{Q(s)}{s}=\frac{d(s)}{s}-\frac{Q(s)}{s^2}. \]

Integrate from \(r\) to \(r_c\):

\[ \frac{Q(r_c)}{r_c}-\frac{Q(r)}{r}=\int_r^{r_c}\frac{d(s)}{s}\,ds-\int_r^{r_c}\frac{Q(s)}{s^2}\,ds . \]

Rearranging,

\[ \delta V(r)=\frac{Q(r_c)}{r_c}+\int_r^{r_c}\frac{Q(s)}{s^2}\,ds . \]

Norm conservation is \(Q(r_c)=0\), and it removes the constant. What remains is the radial field \(Q/s^2\) integrated inward from the core radius.

The code first establishes \(Q'=d\) at interior points, from the fundamental theorem of calculus, and then continuity of \(Q\) up to both ends.

```lean
/-- For a radial charge density `f` continuous on `[0, R]`, the enclosed charge has derivative `f x`
at every radius `x` strictly between `0` and `R`. -/
theorem hasDerivAt_enclosedCharge {f : ℝ → ℝ} {R x : ℝ} (hf : ContinuousOn f (Icc 0 R))
    (hx : x ∈ Ioo 0 R) : HasDerivAt (enclosedCharge f) (f x) x := by
  have hint : IntervalIntegrable f volume 0 x :=
    (hf.mono (Icc_subset_Icc_right hx.2.le)).intervalIntegrable_of_Icc hx.1.le
  exact intervalIntegral.integral_hasDerivAt_right hint
    ((hf.mono Ioo_subset_Icc_self).stronglyMeasurableAtFilter isOpen_Ioo x hx)
    (hf.continuousAt (Icc_mem_nhds hx.1 hx.2))

/-- The enclosed charge of a continuous radial density is continuous up to both ends of
`[0, R]`. -/
theorem continuousOn_enclosedCharge {f : ℝ → ℝ} {R : ℝ} (hR : 0 ≤ R)
    (hf : ContinuousOn f (Icc 0 R)) : ContinuousOn (enclosedCharge f) (Icc 0 R) := by
  have h := intervalIntegral.continuousOn_primitive_interval (μ := volume) (f := f)
    (a := 0) (b := R) (by rw [uIcc_of_le hR]; exact hf.integrableOn_Icc)
  rw [uIcc_of_le hR] at h
  exact h
```

Q: The field has \(s^2\) in the denominator. What happens at the nucleus?

A: Here the condition \(|d(r)|\le C r^2\) enters. It says that the difference of the two densities per unit volume is bounded, by \(C/4\pi\), as it is for densities that stay finite at the nucleus. This excludes relativistic s electrons at a point nucleus, whose density diverges there. Where the bound holds,

\[ |Q(s)|\le\int_0^s C t^2\,dt=\frac{C s^3}{3},\qquad \left|\frac{Q(s)}{s^2}\right|\le\frac{C s}{3}. \]

`abs_field_le` is this estimate.

```lean
/-- If the charge difference is at most `C r²` in size, the radial field `Q(s)/s²` of the
enclosed charge is at most `C s / 3` in size. -/
theorem abs_field_le {d : ℝ → ℝ} {rc C s : ℝ} (hC : ∀ r ∈ Icc 0 rc, |d r| ≤ C * r ^ 2)
    (hs : 0 < s) (hsr : s ≤ rc) : |enclosedCharge d s / s ^ 2| ≤ C / 3 * s := by
  have hb : ‖∫ t in (0 : ℝ)..s, d t‖ ≤ ∫ t in (0 : ℝ)..s, C * t ^ 2 :=
    intervalIntegral.norm_integral_le_of_norm_le hs.le
      (Eventually.of_forall fun t ht => hC t ⟨ht.1.le, ht.2.trans hsr⟩)
      ((by fun_prop : Continuous fun t : ℝ => C * t ^ 2).intervalIntegrable 0 s)
  have hi : (∫ t in (0 : ℝ)..s, C * t ^ 2) = C / 3 * s * s ^ 2 := by
    rw [intervalIntegral.integral_const_mul, integral_pow]
    push_cast
    ring
  rw [hi, Real.norm_eq_abs] at hb
  rw [abs_div, abs_of_pos (pow_pos hs 2), div_le_iff₀ (pow_pos hs 2)]
  exact hb
```

So the field tends to zero at the nucleus. Lean evaluates \(0/0\) as \(0\), which here is the correct limit, and `continuousOn_field` obtains continuity at that point by squeezing the field under the linear bound. At positive radii it is a quotient of continuous functions.

```lean
/-- For a continuous charge difference of size at most `C r²`, the field `Q(s)/s²`, set to zero
at the nucleus, is continuous on `[0, rc]`. -/
theorem continuousOn_field {d : ℝ → ℝ} {rc C : ℝ} (hrc : 0 ≤ rc)
    (hd : ContinuousOn d (Icc 0 rc)) (hC : ∀ r ∈ Icc 0 rc, |d r| ≤ C * r ^ 2) :
    ContinuousOn (fun s => enclosedCharge d s / s ^ 2) (Icc 0 rc) := by
  intro s hs
  rcases hs.1.eq_or_lt with h0 | hpos
  · -- at the nucleus the field is squeezed to zero by the linear bound
    subst h0
    have hz : enclosedCharge d 0 / (0 : ℝ) ^ 2 = 0 := by simp
    have hc : Continuous fun t : ℝ => C / 3 * t := by fun_prop
    have hlim := (hc.tendsto 0).mono_left (nhdsWithin_le_nhds (s := Icc 0 rc))
    simp only [mul_zero] at hlim
    change Tendsto _ _ (𝓝 (enclosedCharge d 0 / (0 : ℝ) ^ 2))
    rw [hz]
    refine squeeze_zero_norm' ?_ hlim
    filter_upwards [self_mem_nhdsWithin] with t ht
    rcases ht.1.eq_or_lt with h | h
    · subst h
      simp
    · exact abs_field_le hC h ht.2
  · exact (continuousOn_enclosedCharge hrc hd s hs).div
      (by fun_prop : ContinuousWithinAt (fun t : ℝ => t ^ 2) (Icc 0 rc) s) (pow_pos hpos 2).ne'
```

Q: Does the potential identity need that bound too?

A: No. `potentialError_eq` assumes only that \(d\) is continuous and \(0<r\le r_c\), so the integration stays away from the nucleus. Norm conservation isn't assumed either, and the term \(Q(r_c)/r_c\) is kept. In the proof, `key` is the integrated quotient rule, and `linarith` does the rearrangement.

```lean
/-- For a continuous charge difference, the potential error at `0 < r ≤ rc` is the potential
`Q(rc)/rc` of the total charge at the core radius plus the field integrated from `r` to `rc`. -/
theorem potentialError_eq {d : ℝ → ℝ} {rc r : ℝ} (hd : ContinuousOn d (Icc 0 rc))
    (hr : 0 < r) (hrc : r ≤ rc) :
    potentialError d rc r =
      enclosedCharge d rc / rc + ∫ s in r..rc, enclosedCharge d s / s ^ 2 := by
  have hsub : Icc r rc ⊆ Icc 0 rc := Icc_subset_Icc_left hr.le
  have hQ := (continuousOn_enclosedCharge (hr.le.trans hrc) hd).mono hsub
  have h1 : IntervalIntegrable (fun s => d s / s) volume r rc :=
    ((hd.mono hsub).div continuousOn_id
      (fun s hs => (hr.trans_le hs.1).ne')).intervalIntegrable_of_Icc hrc
  have h2 : IntervalIntegrable (fun s => enclosedCharge d s / s ^ 2) volume r rc :=
    (hQ.div (continuous_pow 2).continuousOn
      (fun s hs => (pow_pos (hr.trans_le hs.1) 2).ne')).intervalIntegrable_of_Icc hrc
  -- integrate the derivative of `Q(s)/s`
  have key : (∫ s in r..rc, (d s / s - enclosedCharge d s / s ^ 2)) =
      enclosedCharge d rc / rc - enclosedCharge d r / r := by
    refine intervalIntegral.integral_eq_sub_of_hasDerivAt_of_le hrc
      (f := fun s => enclosedCharge d s / s)
      (hQ.div continuousOn_id (fun s hs => (hr.trans_le hs.1).ne')) ?_ (h1.sub h2)
    intro s hs
    have hs0 : s ≠ 0 := (hr.trans hs.1).ne'
    exact ((hasDerivAt_enclosedCharge hd ⟨hr.trans hs.1, hs.2⟩).fun_div
      (hasDerivAt_id' s) hs0).congr_deriv (by field_simp)
  rw [intervalIntegral.integral_sub h1 h2] at key
  unfold potentialError
  linarith
```

Q: Now the size.

A: With \(Q(r_c)=0\), integrate the field bound:

\[ |\delta V(r)|\le\int_r^{r_c}\frac{C s}{3}\,ds=\frac{C\,(r_c^2-r^2)}{6}. \]

The error vanishes at the core radius and stays bounded towards the nucleus. This is a ceiling, not an estimate: it allows \(|Q|\) its largest value \(Cs^3/3\) at every radius, although \(Q\) has to return to zero at \(r_c\). For the actual error, integrate \(Q/s^2\) itself. The proof substitutes the potential identity and compares the two integrals.

```lean
/-- For a continuous, norm-conserving charge difference of size at most `C r²`, the potential
error at `0 < r ≤ rc` is at most `C (rc² - r²) / 6` in size. -/
theorem abs_potentialError_le {d : ℝ → ℝ} {rc C r : ℝ} (hd : ContinuousOn d (Icc 0 rc))
    (hC : ∀ r ∈ Icc 0 rc, |d r| ≤ C * r ^ 2) (hQ : enclosedCharge d rc = 0)
    (hr : 0 < r) (hrc : r ≤ rc) :
    |potentialError d rc r| ≤ C * (rc ^ 2 - r ^ 2) / 6 := by
  rw [potentialError_eq hd hr hrc, hQ, zero_div, zero_add]
  have hb : ‖∫ s in r..rc, enclosedCharge d s / s ^ 2‖ ≤ ∫ s in r..rc, C / 3 * s :=
    intervalIntegral.norm_integral_le_of_norm_le hrc
      (Eventually.of_forall fun s hs => abs_field_le hC (hr.trans hs.1) hs.2)
      ((by fun_prop : Continuous fun s : ℝ => C / 3 * s).intervalIntegrable r rc)
  rw [intervalIntegral.integral_const_mul, integral_id, Real.norm_eq_abs] at hb
  linarith
```

Q: How can the energy shift be written in terms of enclosed charges alone?

A: Integrate by parts. Put \(W(r)=\int_r^{r_c}Q(s)/s^2\,ds\), which equals \(\delta V(r)\) for \(0<r\le r_c\) in the norm-conserving case. Then \(W'=-Q/r^2\) and \(N'=u^2\) in the interior, so

\[ (NW)'=u^2W-\frac{NQ}{r^2}. \]

Integrate over \([0,r_c]\). The boundary terms vanish because \(N(0)=0\) and \(W(r_c)=0\), which leaves

\[ \int_0^{r_c}u^2\,\delta V\,dr=\int_0^{r_c}\frac{Q(s)\,N(s)}{s^2}\,ds . \]

`energyShift_eq` states this for continuous \(u\) and \(d\), the bound on \(d\), and \(Q(r_c)=0\). Its proof names the field `g` and writes `W` as a difference of two values of `enclosedCharge g`; there the function is only an integral from zero, not a charge. The step `hV` replaces \(\delta V\) by \(W\) under the integral, and `key` integrates the product rule.

```lean
/-- For a continuous, norm-conserving charge difference of size at most `C r²` and a continuous
orbital `u`, the energy shift is the integral of `Q(s) N(s) / s²` over the core, where `Q` and `N`
are the enclosed charges of the difference and of the orbital. -/
theorem energyShift_eq {u d : ℝ → ℝ} {rc C : ℝ} (hrc : 0 ≤ rc)
    (hu : ContinuousOn u (Icc 0 rc)) (hd : ContinuousOn d (Icc 0 rc))
    (hC : ∀ r ∈ Icc 0 rc, |d r| ≤ C * r ^ 2) (hQ : enclosedCharge d rc = 0) :
    energyShift u d rc = ∫ s in (0 : ℝ)..rc,
      enclosedCharge d s * enclosedCharge (fun r => u r ^ 2) s / s ^ 2 := by
  let g : ℝ → ℝ := fun s => enclosedCharge d s / s ^ 2
  let N : ℝ → ℝ := enclosedCharge (fun r => u r ^ 2)
  let W : ℝ → ℝ := fun r => enclosedCharge g rc - enclosedCharge g r
  have hg : ContinuousOn g (Icc 0 rc) := continuousOn_field hrc hd hC
  have hu2 : ContinuousOn (fun r => u r ^ 2) (Icc 0 rc) := hu.pow 2
  have hN : ContinuousOn N (Icc 0 rc) := continuousOn_enclosedCharge hrc hu2
  have hW : ContinuousOn W (Icc 0 rc) :=
    continuousOn_const.sub (continuousOn_enclosedCharge hrc hg)
  -- the potential error is the field integrated inward from the core radius
  have hV : energyShift u d rc = ∫ r in (0 : ℝ)..rc, u r ^ 2 * W r := by
    refine intervalIntegral.integral_congr_ae (Eventually.of_forall fun r hr => ?_)
    rw [uIoc_of_le hrc] at hr
    have hsplit : enclosedCharge g rc - enclosedCharge g r = ∫ s in r..rc, g s :=
      intervalIntegral.integral_interval_sub_left (hg.intervalIntegrable_of_Icc hrc)
        ((hg.mono (Icc_subset_Icc_right hr.2)).intervalIntegrable_of_Icc hr.1.le)
    have hp : potentialError d rc r = W r := by
      rw [potentialError_eq hd hr.1 hr.2, hQ, zero_div, zero_add]
      exact hsplit.symm
    rw [hp]
  have h1 : IntervalIntegrable (fun r => u r ^ 2 * W r) volume 0 rc :=
    (hu2.mul hW).intervalIntegrable_of_Icc hrc
  have h2 : IntervalIntegrable (fun r => N r * g r) volume 0 rc :=
    (hN.mul hg).intervalIntegrable_of_Icc hrc
  -- integrate the derivative of `N W`, which vanishes at both ends
  have key : (∫ r in (0 : ℝ)..rc, (u r ^ 2 * W r - N r * g r)) = N rc * W rc - N 0 * W 0 := by
    refine intervalIntegral.integral_eq_sub_of_hasDerivAt_of_le hrc
      (f := fun r => N r * W r) (hN.mul hW) ?_ (h1.sub h2)
    intro r hr
    have hW' : HasDerivAt W (-g r) r := (hasDerivAt_enclosedCharge hg hr).const_sub _
    exact ((hasDerivAt_enclosedCharge hu2 hr).fun_mul hW').congr_deriv (by ring)
  have hN0 : N 0 = 0 := intervalIntegral.integral_same
  have hWrc : W rc = 0 := sub_self _
  rw [intervalIntegral.integral_sub h1 h2, hN0, hWrc, mul_zero, zero_mul, sub_zero] at key
  rw [hV, sub_eq_zero.mp key]
  congr 1
  funext s
  change enclosedCharge (fun r => u r ^ 2) s * (enclosedCharge d s / s ^ 2) = _
  ring
```

Q: So when does the shift have a definite sign?

A: When \(Q\) has one. \(N(s)\) is never negative, being the integral of a square. If \(Q(s)\le0\) throughout the core, the integrand is nowhere positive, and neither is the shift. Physically, no sphere centred on the nucleus, with radius up to \(r_c\), holds more pseudo charge than all-electron charge: charge has moved outward, and the repulsion felt inside is weaker. Norm conservation doesn't imply this; it fixes \(Q\) only at \(r_c\), so you have to check the condition for your pair of densities.

`energyShift_nonpos` changes the sign of the integral and shows that the new integrand is nonnegative.

```lean
/-- For a continuous orbital and a continuous, norm-conserving charge difference of size at most
`C r²` that encloses no positive charge at any radius in the core, the energy shift is not positive.
-/
theorem energyShift_nonpos {u d : ℝ → ℝ} {rc C : ℝ} (hrc : 0 ≤ rc)
    (hu : ContinuousOn u (Icc 0 rc)) (hd : ContinuousOn d (Icc 0 rc))
    (hC : ∀ r ∈ Icc 0 rc, |d r| ≤ C * r ^ 2) (hQ : enclosedCharge d rc = 0)
    (hneg : ∀ s ∈ Icc 0 rc, enclosedCharge d s ≤ 0) : energyShift u d rc ≤ 0 := by
  rw [energyShift_eq hrc hu hd hC hQ, ← neg_nonneg, ← intervalIntegral.integral_neg]
  refine intervalIntegral.integral_nonneg hrc fun s hs => ?_
  have hN : 0 ≤ enclosedCharge (fun r => u r ^ 2) s :=
    intervalIntegral.integral_nonneg hs.1 fun t _ => sq_nonneg (u t)
  exact neg_nonneg.2 (div_nonpos_of_nonpos_of_nonneg
    (mul_nonpos_of_nonpos_of_nonneg (hneg s hs) hN) (sq_nonneg s))
```

Q: "Not positive" would allow zero. Can I get a real lowering?

A: Yes, if at one radius \(s_0\) strictly between \(0\) and \(r_c\) you have \(Q(s_0)<0\) and \(N(s_0)>0\), so that the orbital has some weight inside \(s_0\). The integrand is then strictly negative at \(s_0\). By continuity it stays negative nearby, and since it is positive nowhere, the integral is negative. In `energyShift_neg`, `hcont` provides the continuity, with the field bound taking care of the nucleus, and `intervalIntegral.integral_pos` draws the conclusion after a change of sign.

```lean
/-- Take a continuous orbital and a continuous, norm-conserving charge difference of size at most
`C r²` that encloses no positive charge at any radius in the core. If, at some radius `s₀` strictly
between `0` and `rc`, the enclosed charge difference is negative and the orbital has charge inside
`s₀`, the energy shift is strictly negative. -/
theorem energyShift_neg {u d : ℝ → ℝ} {rc C s₀ : ℝ}
    (hu : ContinuousOn u (Icc 0 rc)) (hd : ContinuousOn d (Icc 0 rc))
    (hC : ∀ r ∈ Icc 0 rc, |d r| ≤ C * r ^ 2) (hQ : enclosedCharge d rc = 0)
    (hneg : ∀ s ∈ Icc 0 rc, enclosedCharge d s ≤ 0) (hs₀ : s₀ ∈ Ioo 0 rc)
    (hlt : enclosedCharge d s₀ < 0) (hN₀ : 0 < enclosedCharge (fun r => u r ^ 2) s₀) :
    energyShift u d rc < 0 := by
  have hrc : 0 < rc := hs₀.1.trans hs₀.2
  have hcont : ContinuousOn (fun s => -(enclosedCharge d s *
      enclosedCharge (fun r => u r ^ 2) s / s ^ 2)) (Icc 0 rc) := by
    have he : (fun s => -(enclosedCharge d s * enclosedCharge (fun r => u r ^ 2) s / s ^ 2)) =
        fun s => -(enclosedCharge d s / s ^ 2 * enclosedCharge (fun r => u r ^ 2) s) := by
      funext s
      ring
    rw [he]
    exact ((continuousOn_field hrc.le hd hC).mul
      (continuousOn_enclosedCharge hrc.le (hu.pow 2))).neg
  rw [energyShift_eq hrc.le hu hd hC hQ, ← neg_pos, ← intervalIntegral.integral_neg]
  -- a continuous nonnegative integrand that is positive somewhere has a positive integral
  refine intervalIntegral.integral_pos hrc hcont (fun s hs => ?_)
    ⟨s₀, ⟨hs₀.1.le, hs₀.2.le⟩, neg_pos.2 (div_neg_of_neg_of_pos
      (mul_neg_of_neg_of_pos hlt hN₀) (pow_pos hs₀.1 2))⟩
  have hN : 0 ≤ enclosedCharge (fun r => u r ^ 2) s :=
    intervalIntegral.integral_nonneg hs.1.le fun t _ => sq_nonneg (u t)
  exact neg_nonneg.2 (div_nonpos_of_nonpos_of_nonneg
    (mul_nonpos_of_nonpos_of_nonneg (hneg s ⟨hs.1.le, hs.2⟩) hN) (sq_nonneg s))

end

end PseudopotentialUnscreening
```

```lean
#print axioms PseudopotentialUnscreening.abs_potentialError_le
-- 'PseudopotentialUnscreening.abs_potentialError_le' depends on axioms: [propext, Classical.choice, Quot.sound]
#print axioms PseudopotentialUnscreening.energyShift_nonpos
-- 'PseudopotentialUnscreening.energyShift_nonpos' depends on axioms: [propext, Classical.choice, Quot.sound]
#print axioms PseudopotentialUnscreening.energyShift_neg
-- 'PseudopotentialUnscreening.energyShift_neg' depends on axioms: [propext, Classical.choice, Quot.sound]
```

Q: What may I take from this into an electronic-structure calculation?

A: For a spherical atom with fixed, norm-conserving densities, you can tabulate \(Q\) on the radial grid and integrate \(Q/s^2\) to get the Hartree part of the mismatch. Together with an orbital's \(N\), the same table gives the first-order effect on that orbital. If \(Q\) keeps one sign throughout the core, it also tells you the direction of any such effect. Self-consistent relaxation of the density isn't included, and it changes the orbital energies at the same order.
